# Point groups with inversion are direct products; those without it come from pairs of rotation groups

To set up symmetry labels for the orbitals of benzene, one can take the irreducible representations of the rotation group $D_6$ and attach to each a parity, $g$ or $u$. This step rests on the factorisation $D_{6h}=D_6\times\{1,-1\}$, where $-1$ is spatial inversion. The factorisation holds for a point group exactly when the group contains inversion. A point group without inversion, such as $T_d$, does not factor in this way and is described instead by two rotation groups.

Both results concern orthogonal transformations of position space about a fixed point. In electronic structure they apply to the spatial symmetry of a molecule with fixed nuclei; spin and double groups are not treated here.

```lean
import Mathlib

namespace PointGroupInversion
```

## Orthogonal matrices and inversion

An operation is a real $3\times3$ matrix $R$ with $RR^{T}=1$. Mathlib's unitary group over $\mathbb R$ is this orthogonal group, because conjugation does nothing to real entries. An element of `O3` is a matrix together with a proof of orthogonality, and `R.1` is the matrix itself.

```lean
/-- The orthogonal group O(3): real 3×3 matrices whose transpose is their inverse. -/
abbrev O3 : Type := Matrix.unitaryGroup (Fin 3) ℝ
```

Inversion is the matrix $-1$, which is orthogonal because $(-1)(-1)^T=1$. In the code $-R$ is written `inversion * R`.

```lean
/-- Spatial inversion, which sends every position vector to its negative. -/
def inversion : O3 := ⟨-1, by rw [Matrix.mem_unitaryGroup_iff]; simp⟩
```

Taking determinants in $RR^T=1$ gives $(\det R)^2=1$, so $\det R=\pm1$. Operations with determinant $1$ are proper rotations; the others, such as reflections, are improper.

```lean
/-- An orthogonal matrix has determinant 1 or -1. -/
theorem det_eq_one_or_neg_one (R : O3) : R.1.det = 1 ∨ R.1.det = -1 := by
  have h := congrArg Matrix.det (Matrix.mem_unitaryGroup_iff.mp R.2)
  rw [Matrix.det_mul, Matrix.star_eq_conjTranspose, Matrix.det_conjTranspose,
    Matrix.det_one, star_trivial] at h
  exact mul_self_eq_one_iff.mp h
```

In three dimensions $\det(-R)=(-1)^3\det R=-\det R$, so inversion exchanges proper and improper operations. The odd dimension is essential here: in the plane, $-1$ is itself a rotation.

```lean
/-- Following an operation by inversion reverses the sign of its determinant. -/
theorem det_inversion_mul (R : O3) : (inversion * R).1.det = -R.1.det := by
  change ((-1 : Matrix (Fin 3) (Fin 3) ℝ) * R.1).det = -R.1.det
  rw [neg_one_mul, Matrix.det_neg, Fintype.card_fin]
  ring
```

Two further properties are immediate: $(-1)(-1)=1$, and $(-1)R=R(-1)$ for every $R$.

```lean
/-- Inversion applied twice is the identity. -/
theorem inversion_mul_self : inversion * inversion = 1 :=
  Subtype.ext (show (-1 : Matrix (Fin 3) (Fin 3) ℝ) * (-1) = 1 by simp)

/-- Inversion commutes with every orthogonal transformation. -/
theorem inversion_comm (R : O3) : inversion * R = R * inversion :=
  Subtype.ext (show (-1 : Matrix (Fin 3) (Fin 3) ℝ) * R.1 = R.1 * (-1) by simp)
```

They give the sign rules used in the rest of the argument:

$$-(-a)=a,\qquad a(-b)=-(ab),\qquad (-a)(-b)=ab,\qquad -(a^{-1})=(-a)^{-1}.$$

The lemma collects them in this order, and later proofs select them by position, so that `(inversion_rules a b).2.2.1` is the third.

```lean
/-- Rules for moving inversion through products and inverses of operations. -/
theorem inversion_rules (a b : O3) :
    inversion * (inversion * a) = a ∧ a * (inversion * b) = inversion * (a * b) ∧
    (inversion * a) * (inversion * b) = a * b ∧
    inversion * a⁻¹ = (inversion * a)⁻¹ := by
  have h1 : ∀ c : O3, inversion * (inversion * c) = c := fun c => by
    rw [← mul_assoc, inversion_mul_self, one_mul]
  have h2 : a * (inversion * b) = inversion * (a * b) := by
    rw [← mul_assoc, ← inversion_comm a, mul_assoc]
  refine ⟨h1 a, h2, ?_, ?_⟩
  · rw [mul_assoc, h2, h1]
  · rw [mul_inv_rev, inv_eq_of_mul_eq_one_right inversion_mul_self, inversion_comm]
```

## The rotation groups attached to a point group

The proper rotations form a group. If $\det a=\det b=1$, then $\det(ab)=1$; and $\det a\,\det a^{-1}=1$ gives $\det a^{-1}=1$.

```lean
/-- The group SO(3) of proper rotations, as a subgroup of O(3). -/
def properRotations : Subgroup O3 where
  carrier := {R | R.1.det = 1}
  one_mem' := Matrix.det_one
  mul_mem' {a b} ha hb := by
    change (a.1 * b.1).det = 1
    rw [Matrix.det_mul, show a.1.det = 1 from ha, show b.1.det = 1 from hb, one_mul]
  inv_mem' {a} ha := by
    have h : (a * a⁻¹).1.det = a.1.det * (a⁻¹).1.det := Matrix.det_mul _ _
    rw [mul_inv_cancel, show a.1.det = 1 from ha, one_mul] at h
    exact h.symm.trans Matrix.det_one
```

The set $\{1,-1\}$ is also a group, since $-1$ is its own inverse.

```lean
/-- The two-element group consisting of the identity and inversion. -/
def inversionGroup : Subgroup O3 where
  carrier := {R | R = 1 ∨ R = inversion}
  one_mem' := Or.inl rfl
  mul_mem' {a b} ha hb := by
    rcases ha with rfl | rfl
    · rw [one_mul]; exact hb
    · rcases hb with rfl | rfl
      · exact Or.inr (mul_one _)
      · exact Or.inl inversion_mul_self
  inv_mem' {a} ha := by
    rcases ha with rfl | rfl
    · exact Or.inl inv_one
    · exact Or.inr (inv_eq_of_mul_eq_one_right inversion_mul_self)
```

A point group $G$ is represented by any subgroup of `O3`. It may be infinite, as for a linear molecule, and no lattice has to be compatible with it. Its rotation part is $H=G\cap SO(3)$.

```lean
/-- The proper rotations contained in a point group. -/
def rotationPart (G : Subgroup O3) : Subgroup O3 := G ⊓ properRotations
```

The companion group $K$ consists of the proper rotations $R$ for which $R\in G$ or $-R\in G$. For $C_s=\{1,\sigma\}$ the rotation part is $\{1\}$, while $K=\{1,C_2\}$, where $C_2=-\sigma$ is the half-turn about the normal to the mirror plane. For $T_d$ the two groups are $H=T$ and $K=O$.

To see that $K$ is closed under products, take $a,b\in K$ and choose signs such that $\pm a$ and $\pm b$ lie in $G$. Their product is $ab$ if the signs agree and $-(ab)$ if they differ, and either is enough for $ab\in K$. These are the four cases in the code. For inverses, $-a\in G$ gives $-(a^{-1})=(-a)^{-1}\in G$.

```lean
/-- The companion rotation group of `G`: the proper rotations that lie in `G`
either as they stand or after multiplication by inversion. -/
def companion (G : Subgroup O3) : Subgroup O3 where
  carrier := {R | R ∈ properRotations ∧ (R ∈ G ∨ inversion * R ∈ G)}
  one_mem' := And.intro properRotations.one_mem (Or.inl G.one_mem)
  mul_mem' {a b} ha hb := by
    obtain ⟨ha, ha'⟩ := ha
    obtain ⟨hb, hb'⟩ := hb
    refine And.intro (properRotations.mul_mem ha hb) ?_
    rcases ha' with ha' | ha' <;> rcases hb' with hb' | hb'
    · exact Or.inl (G.mul_mem ha' hb')
    · exact Or.inr ((inversion_rules a b).2.1 ▸ G.mul_mem ha' hb')
    · exact Or.inr (mul_assoc inversion a b ▸ G.mul_mem ha' hb')
    · exact Or.inl ((inversion_rules a b).2.2.1 ▸ G.mul_mem ha' hb')
  inv_mem' {a} ha := by
    obtain ⟨ha, ha'⟩ := ha
    refine And.intro (properRotations.inv_mem ha) (ha'.imp G.inv_mem fun h => ?_)
    rw [(inversion_rules a a).2.2.2]
    exact G.inv_mem h
```

The group $K$ is also the image of $G$ under $R\mapsto\det(R)R$. When $-1\notin G$ this map is an isomorphism from $G$ to $K$, a familiar fact that the theorems below neither state nor use.

## Factorisation when inversion is present

Suppose $-1\in G$, and define $f(h,z)=hz$ for $h\in H$ and $z\in\{1,-1\}$.

- **Homomorphism.** Since $z$ commutes with everything, $(hh')(zz')=(hz)(h'z')$.
- **Injectivity.** Let $hz=1$. If $z=1$, then $h=1$. If $z=-1$, then $-h=1$, and determinants give $-1=-\det h=1$, a contradiction.
- **Surjectivity.** A proper $R\in G$ is $f(R,1)$. For an improper $R\in G$, the matrix $-R$ is proper and lies in $G$, and $R=f(-R,-1)$.

Conversely, if multiplication maps $H\times\{1,-1\}$ into $G$, then the image of $(1,-1)$ is $-1$, so $-1\in G$.

In the statement, `≃*` denotes a group isomorphism, and the formula after `∃ e` requires it to be multiplication of matrices. Without that requirement the equivalence fails. For $C_s$ we have $H=\{1\}$, so $H\times\{1,-1\}$ and $C_s$ both have two elements and are isomorphic as abstract groups, although $C_s$ does not contain inversion.

The proof builds `f`, establishes the properties above as `hinj` and `hsurj`, and combines them with `MulEquiv.ofBijective`.

```lean
/-- A point group contains inversion exactly when multiplication makes it the direct
product of its proper rotations and the group formed by identity and inversion. -/
theorem inversion_mem_iff_direct_product (G : Subgroup O3) :
    inversion ∈ G ↔ ∃ e : (rotationPart G × inversionGroup) ≃* G,
      ∀ h z, (e (h, z) : O3) = (h : O3) * (z : O3) := by
  constructor
  · intro hi
    have hz : ∀ z : inversionGroup, z.1 ∈ G := fun z => by
      rcases z.2 with h | h
      · rw [h]; exact G.one_mem
      · rw [h]; exact hi
    have hc : ∀ (z : inversionGroup) (R : O3), Commute R z.1 := fun z R => by
      rcases z.2 with h | h
      · rw [h]; exact Commute.one_right R
      · rw [h]; exact (inversion_comm R).symm
    -- Multiplication is a homomorphism because inversion is central.
    let f : (rotationPart G × inversionGroup) →* G :=
      { toFun := fun p => ⟨p.1.1 * p.2.1, G.mul_mem (Subgroup.mem_inf.mp p.1.2).1 (hz p.2)⟩
        map_one' := Subtype.ext (mul_one (1 : O3))
        map_mul' := fun p q => Subtype.ext
          (Commute.mul_mul_mul_comm (hc p.2 q.1.1) p.1.1 q.2.1) }
    have hinj : Function.Injective f := by
      rw [injective_iff_map_eq_one]
      rintro ⟨⟨h, hh⟩, ⟨z, hz'⟩⟩ hp
      have hp' : h * z = 1 := congrArg Subtype.val hp
      have hd : h.1.det = 1 := (Subgroup.mem_inf.mp hh).2
      have hzz : z = 1 ∨ z = inversion := hz'
      rcases hzz with rfl | rfl
      · rw [mul_one] at hp'
        subst hp'
        rfl
      · -- A proper rotation cannot undo inversion.
        have h2 := det_inversion_mul h
        have h1 : (1 : O3).1.det = 1 := Matrix.det_one
        rw [inversion_comm, hp', hd, h1] at h2
        norm_num at h2
    have hsurj : Function.Surjective f := by
      rintro ⟨R, hR⟩
      rcases det_eq_one_or_neg_one R with h | h
      · exact ⟨(⟨R, Subgroup.mem_inf.mpr ⟨hR, h⟩⟩, 1), Subtype.ext (mul_one R)⟩
      · have hd : (inversion * R).1.det = 1 := by rw [det_inversion_mul, h, neg_neg]
        refine ⟨(⟨inversion * R, Subgroup.mem_inf.mpr ⟨G.mul_mem hi hR, hd⟩⟩,
          ⟨inversion, Or.inr rfl⟩), Subtype.ext ?_⟩
        change inversion * R * inversion = R
        rw [← inversion_comm (inversion * R), (inversion_rules R R).1]
    exact ⟨MulEquiv.ofBijective f ⟨hinj, hsurj⟩, fun _ _ => rfl⟩
  · rintro ⟨e, he⟩
    have h := (e (1, ⟨inversion, Or.inr rfl⟩)).2
    rw [he] at h
    simpa using h
```

## Decomposition when inversion is absent

The second theorem states that $-1\notin G$ exactly when

$$G=H\cup\{-k : k\in K,\ k\notin H\}.$$

Lean expresses this as a membership test: $R\in G$ if and only if $R\in H$, or $-R$ lies in $K$ but not in $H$.

Assume $-1\notin G$ and let $R\in G$. If $R$ is proper, it lies in $H$. If it is improper, then $-R$ is proper and $-(-R)=R\in G$, so $-R\in K$. Were $-R$ also in $H$, then $(-R)R^{-1}=-1$ would lie in $G$, contrary to assumption. The code makes this cancellation with `mul_mem_cancel_right`.

For the reverse inclusion, elements of $H$ lie in $G$ by definition. If $-R\in K$ but $-R\notin H$, then $-R$ is proper and not in $G$, so the definition of $K$ leaves $-(-R)=R\in G$.

Finally, suppose the decomposition holds and $-1\in G$. Either $-1\in H$, which its determinant forbids, or $-(-1)=1$ is outside $H$, which is impossible for a subgroup.

```lean
/-- A point group lacks inversion exactly when it consists of its proper rotations
together with inversion times the remaining rotations of its companion group. -/
theorem inversion_notMem_iff (G : Subgroup O3) :
    inversion ∉ G ↔ ∀ R, R ∈ G ↔ R ∈ rotationPart G ∨
      (inversion * R ∈ companion G ∧ inversion * R ∉ rotationPart G) := by
  constructor
  · intro hi R
    constructor
    · intro hR
      rcases det_eq_one_or_neg_one R with h | h
      · exact Or.inl (And.intro hR h)
      · have hd : (inversion * R).1.det = 1 := by rw [det_inversion_mul, h, neg_neg]
        refine Or.inr ⟨And.intro hd (Or.inr ?_), fun hm => hi ?_⟩
        · rw [(inversion_rules R R).1]; exact hR
        · exact (G.mul_mem_cancel_right hR).mp (Subgroup.mem_inf.mp hm).1
    · rintro (h | ⟨⟨hd, h | h⟩, hn⟩)
      · exact (Subgroup.mem_inf.mp h).1
      · exact (hn (And.intro h hd)).elim
      · rwa [(inversion_rules R R).1] at h
  · intro h hi
    rcases (h inversion).mp hi with h' | ⟨_, h'⟩
    · have hd : inversion.1.det = 1 := (Subgroup.mem_inf.mp h').2
      have h2 := det_inversion_mul 1
      have h1 : (1 : O3).1.det = 1 := Matrix.det_one
      rw [mul_one, hd, h1] at h2
      norm_num at h2
    · rw [inversion_mul_self] at h'
      exact h' (rotationPart G).one_mem
```

## Which pairs of rotation groups occur

By the decomposition, $H$ and $K$ determine a group without inversion. The last theorem says which subgroups $H,K$ of $O(3)$ can occur: $K$ must contain only proper rotations, $H$ must lie in $K$, and

$$a,b\in K,\quad a,b\notin H\quad\Longrightarrow\quad ab\in H.$$

The last condition says that $H$ has index one or two in $K$. Index one means $H=K$ and gives a purely rotational group, including the trivial one.

The condition is necessary. If $a,b\in K$ lie outside $H$, then $-a,-b\in G$, so $ab=(-a)(-b)$ lies in $G$; being proper, it lies in $H$.

For sufficiency, set $G=H\cup\{-k:k\in K,\ k\notin H\}$ and check its products:

- Two elements of $H$ have their product in $H$.
- For $h\in H$ and $k\in K$ outside $H$, the products are $h(-k)=-(hk)$ and $(-k)h=-(kh)$. Both $hk$ and $kh$ lie in $K$ and outside $H$, since otherwise cancelling $h$ would put $k$ in $H$.
- For $k,k'\in K$ outside $H$, $(-k)(-k')=kk'\in H$ by the index condition.

Inverses follow from $(-k)^{-1}=-(k^{-1})$, where $k^{-1}$ is again in $K$ and outside $H$.

It remains to recover the data. Inversion is not in $G$: it is improper, so it is not in $H$, and $-(-1)=1$ is not outside $H$. The elements $-k$ are improper, so the proper part of $G$ is $H$. The proper rotations $R$ with $R\in G$ or $-R\in G$ are those in $H$ together with those in $K$ outside $H$, which is all of $K$. The auxiliary fact `hno`, that $R$ and $-R$ are never both proper, disposes of the impossible cases.

The index condition does real work. Take $H=\{1\}$ and $K=C_3=\{1,c,c^2\}$, with $c$ a rotation by $120^\circ$. The construction gives $\{1,-c,-c^2\}$, but $(-c)(-c)=c^2$ is missing, so this set is not a group.

The theorem reduces the search for point groups without inversion to pairs of rotation groups; it does not list the rotation groups themselves or sort the results into conjugacy classes.

```lean
/-- Groups `H` and `K` are the rotation part and companion of a point group without
inversion exactly when `K` contains only proper rotations, `H` lies in `K`, and the
product of any two elements of `K` outside `H` lies in `H`. -/
theorem exists_group_without_inversion_iff (H K : Subgroup O3) :
    (∃ G : Subgroup O3, inversion ∉ G ∧ rotationPart G = H ∧ companion G = K) ↔
      K ≤ properRotations ∧ H ≤ K ∧
        ∀ a ∈ K, ∀ b ∈ K, a ∉ H → b ∉ H → a * b ∈ H := by
  constructor
  · rintro ⟨G, _, rfl, rfl⟩
    refine ⟨fun R h => h.1, fun R h => And.intro h.2 (Or.inl h.1), ?_⟩
    rintro a ⟨ha, ha'⟩ b ⟨hb, hb'⟩ hna hnb
    have h1 := ha'.resolve_left fun h => hna (And.intro h ha)
    have h2 := hb'.resolve_left fun h => hnb (And.intro h hb)
    exact And.intro ((inversion_rules a b).2.2.1 ▸ G.mul_mem h1 h2)
      (properRotations.mul_mem ha hb)
  · rintro ⟨hK, hHK, hidx⟩
    -- R and its inverted partner cannot both be proper.
    have hno : ∀ R : O3, R ∈ properRotations → inversion * R ∉ properRotations := by
      intro R hR hiR
      have h := det_inversion_mul R
      rw [show (inversion * R).1.det = 1 from hiR, show R.1.det = 1 from hR] at h
      norm_num at h
    let G : Subgroup O3 :=
      { carrier := {R | R ∈ H ∨ (inversion * R ∈ K ∧ inversion * R ∉ H)}
        one_mem' := Or.inl H.one_mem
        mul_mem' := by
          rintro a b (ha | ⟨ha, hna⟩) (hb | ⟨hb, hnb⟩)
          · exact Or.inl (H.mul_mem ha hb)
          · refine Or.inr ?_
            rw [← (inversion_rules a b).2.1]
            exact ⟨K.mul_mem (hHK ha) hb, fun h => hnb ((H.mul_mem_cancel_left ha).mp h)⟩
          · refine Or.inr ?_
            rw [← mul_assoc]
            exact ⟨K.mul_mem ha (hHK hb), fun h => hna ((H.mul_mem_cancel_right hb).mp h)⟩
          · exact Or.inl ((inversion_rules a b).2.2.1 ▸ hidx _ ha _ hb hna hnb)
        inv_mem' := by
          rintro a (ha | ⟨ha, hna⟩)
          · exact Or.inl (H.inv_mem ha)
          · refine Or.inr ?_
            rw [(inversion_rules a a).2.2.2]
            exact ⟨K.inv_mem ha, fun h => hna (H.inv_mem_iff.mp h)⟩ }
    refine ⟨G, ?_, ?_, ?_⟩
    · rintro (h | ⟨_, h⟩)
      · exact hno 1 properRotations.one_mem ((mul_one inversion).symm ▸ hK (hHK h))
      · exact h (inversion_mul_self.symm ▸ H.one_mem)
    · ext R
      constructor
      · rintro ⟨h | ⟨h, _⟩, hd⟩
        · exact h
        · exact (hno R hd (hK h)).elim
      · exact fun h => And.intro (Or.inl h) (hK (hHK h))
    · ext R
      constructor
      · rintro ⟨hd, (h | ⟨h, _⟩) | (h | ⟨h, _⟩)⟩
        · exact hHK h
        · exact (hno R hd (hK h)).elim
        · exact (hno R hd (hK (hHK h))).elim
        · rwa [(inversion_rules R R).1] at h
      · intro h
        refine And.intro (hK h) ?_
        by_cases hR : R ∈ H
        · exact Or.inl (Or.inl hR)
        · refine Or.inr (Or.inr ?_)
          rw [(inversion_rules R R).1]
          exact ⟨h, hR⟩

end PointGroupInversion
```

```lean
#print axioms PointGroupInversion.inversion_mem_iff_direct_product
#print axioms PointGroupInversion.inversion_notMem_iff
#print axioms PointGroupInversion.exists_group_without_inversion_iff
```

```
'PointGroupInversion.inversion_mem_iff_direct_product' depends on axioms: [propext, Classical.choice, Quot.sound]
'PointGroupInversion.inversion_notMem_iff' depends on axioms: [propext, Classical.choice, Quot.sound]
'PointGroupInversion.exists_group_without_inversion_iff' depends on axioms: [propext, Classical.choice, Quot.sound]
```
